# The number of singlets in CAS(2m,2m) is (2m+1)/(m+1)² times the number of Ms = 0 determinants

If I take the number of Ms = 0 determinants in CAS(18,18) for the number of singlets, I am too high by a factor of more than five, and the factor grows with the active space. A memory estimate for a spin-adapted calculation inherits that error.

I believe the correct count for 2m electrons in 2m orbitals, m ≥ 1, is

C(2m,m)² − C(2m,m+1) · C(2m,m−1) = C(2m+1,m)² / (2m+1),

where C(a,b) is the binomial coefficient. For m = 9 I also find 2363904400 determinants, which is between 18 and 19 GB at 8 bytes each. Can this be derived step by step, made rigorous and checked by machine, preferably with the ratio of the two counts for every m?

## Yes: two binomial identities give the count for any spin

Take n spatial orbitals and N electrons, with k more spin-up than spin-down electrons, so that k = 2Ms ≥ 0. If b electrons have spin down, then b + k have spin up and N = 2b + k. The two sets of occupied orbitals are chosen independently, so the number of determinants is

D(k) = C(n,b+k) · C(n,b).

A multiplet of spin S contributes exactly one state to each Ms from −S to S. The sector 2Ms = k therefore contains one state from every multiplet with 2S = k, k+2, k+4, and so on, while the sector 2Ms = k+2 misses only those with 2S = k. The number of multiplets with 2S = k is the difference

M(k) = D(k) − D(k+2).

For b ≥ 1, moving to k+2 at fixed N flips one spin, and

M(k) = C(n,b+k) · C(n,b) − C(n,b+k+1) · C(n,b−1).

Write A = C(n+1,b) and B = C(n+1,b+k+1). Pascal's rule gives

C(n,b) = A − C(n,b−1)

C(n,b+k+1) = B − C(n,b+k).

On insertion the products C(n,b+k) · C(n,b−1) cancel:

M(k) = A · C(n,b+k) − B · C(n,b−1).

The absorption identity (n+1) · C(n,r) = (r+1) · C(n+1,r+1), used at r = b+k and at r = b−1, gives

(n+1) · C(n,b+k) = (b+k+1) · B

(n+1) · C(n,b−1) = b · A.

Hence

(n+1) · M(k) = (b+k+1) · A · B − b · A · B = (k+1) · A · B,

which is the Weyl–Paldus formula. For b = 0 all spins are parallel, D(k+2) = 0, and the formula is the absorption identity at r = k.

### Half filling, and a fraction that falls as 2/m

Now set n = 2m, b = m and k = 0. Since C(2m+1,m+1) = C(2m+1,m),

(2m+1) · M(0) = C(2m+1,m)².

This is the Weyl value you quote. Your difference agrees with it because C(2m,m−1) = C(2m,m+1), so that M(0) = C(2m,m)² − C(2m,m+1)². The squared form also holds at m = 0, where it gives 1. For m = 1 there are 4 determinants and 3 singlets; the remaining state belongs to the triplet.

For the ratio, absorption at r = m gives

(2m+1) · C(2m,m) = (m+1) · C(2m+1,m).

Squaring this and dividing by (2m+1) · (m+1)² yields

M(0) = (2m+1)/(m+1)² · C(2m,m)² = (2m+1)/(m+1)² · D(0).

With u = 1/(m+1), m times the ratio is

m(2m+1)/(m+1)² = (1−u)(2−u) = 2 − 3u + u²,

which tends to 2.

For m = 9, C(18,9) = 48620 and C(18,10) = 43758. The squares are 2363904400 and 1914762564, and their difference is 449141836 singlets, or 19 % of the determinants. A determinant vector takes 8 · 2363904400 = 18911235200 bytes.

### The counts in Lean

```lean
import Mathlib

open Filter Topology

namespace ActiveSpaceSinglets

/-- Slater determinants of `N` electrons in `n` orbitals with `k` more spin-up than spin-down
electrons (`k = 2 Ms`), each given by its spin-up and spin-down occupied orbitals. -/
def determinants (n N k : ℕ) : Finset (Finset (Fin n) × Finset (Fin n)) :=
  Finset.univ.filter fun p => p.1.card + p.2.card = N ∧ p.1.card = p.2.card + k

/-- The number of spin multiplets with `2 S = k`, computed as the number of determinants with
`2 Ms = k` minus the number with `2 Ms = k + 2`. -/
def multipletCount (n N k : ℕ) : ℤ :=
  ((determinants n N k).card : ℤ) - ((determinants n N (k + 2)).card : ℤ)

/-- With `b + k` spin-up and `b` spin-down electrons in `n` orbitals, the number of determinants
is a product of two binomial coefficients. -/
theorem card_determinants (n b k : ℕ) :
    (determinants n (2 * b + k) k).card = n.choose (b + k) * n.choose b := by
  have h : determinants n (2 * b + k) k =
      Finset.powersetCard (b + k) Finset.univ ×ˢ Finset.powersetCard b Finset.univ := by
    ext p
    simp only [determinants, Finset.mem_filter, Finset.mem_univ, true_and,
      Finset.mem_product, Finset.mem_powersetCard, Finset.subset_univ]
    omega
  rw [h, Finset.card_product, Finset.card_powersetCard, Finset.card_powersetCard,
    Finset.card_univ, Fintype.card_fin]

/-- There is no determinant whose spin excess is larger than its number of electrons. -/
theorem card_determinants_eq_zero {n N k : ℕ} (h : N < k) :
    (determinants n N k).card = 0 := by
  rw [Finset.card_eq_zero]
  ext p
  simp only [determinants, Finset.mem_filter, Finset.mem_univ, true_and,
    Finset.notMem_empty, iff_false]
  omega

/-- The determinants with `2 Ms = k` are as many as the multiplets with
`2 S = k, k + 2, k + 4, ...` taken together. -/
theorem sum_multipletCount (n N k : ℕ) :
    ∑ j ∈ Finset.range (N + 1), multipletCount n N (k + 2 * j) =
      ((determinants n N k).card : ℤ) := by
  have h := Finset.sum_range_sub'
    (fun j => ((determinants n N (k + 2 * j)).card : ℤ)) (N + 1)
  have h0 : (determinants n N (k + 2 * (N + 1))).card = 0 :=
    card_determinants_eq_zero (by omega)
  simp only [h0, mul_zero, add_zero, Nat.cast_zero, sub_zero] at h
  rw [← h]
  apply Finset.sum_congr rfl
  intro j _
  rw [multipletCount, show k + 2 * j + 2 = k + 2 * (j + 1) by ring]

/-- Weyl–Paldus formula: the number of multiplets with `2 S = k` for `2 b + k` electrons in
`n` orbitals, multiplied by `n + 1`, is `(2 S + 1) C(n+1, b) C(n+1, b+k+1)`. -/
theorem weyl_paldus (n b k : ℕ) :
    ((n : ℤ) + 1) * multipletCount n (2 * b + k) k =
      ((k : ℤ) + 1) * ((n + 1).choose b : ℤ) * ((n + 1).choose (b + k + 1) : ℤ) := by
  unfold multipletCount
  rcases b with _ | c
  · -- all electrons have parallel spin, and the next sector is empty
    have h0 : (determinants n (2 * 0 + k) (k + 2)).card = 0 :=
      card_determinants_eq_zero (by omega)
    have h : ((n : ℤ) + 1) * (n.choose k : ℤ) =
        ((n + 1).choose (k + 1) : ℤ) * ((k : ℤ) + 1) := by
      exact_mod_cast Nat.add_one_mul_choose_eq n k
    rw [card_determinants, h0]
    simp only [zero_add, Nat.choose_zero_right]
    push_cast
    linear_combination h
  · have h0 : (determinants n (2 * (c + 1) + k) (k + 2)).card =
        n.choose (c + 1 + k + 1) * n.choose c := by
      rw [show 2 * (c + 1) + k = 2 * c + (k + 2) by ring, card_determinants,
        show c + (k + 2) = c + 1 + k + 1 by ring]
    -- absorption identity for each spin, with Pascal's rule inserted
    have absorb : ∀ r : ℕ, ((n : ℤ) + 1) * (n.choose r : ℤ) =
        ((n.choose r : ℤ) + (n.choose (r + 1) : ℤ)) * ((r : ℤ) + 1) := by
      intro r
      have h := Nat.add_one_mul_choose_eq n r
      rw [Nat.choose_succ_succ' n r] at h
      exact_mod_cast h
    have h1 := absorb c
    have h2 := absorb (c + 1 + k)
    rw [card_determinants, h0, Nat.choose_succ_succ' n c,
      Nat.choose_succ_succ' n (c + 1 + k)]
    push_cast at h2 ⊢
    linear_combination ((n.choose c : ℤ) + (n.choose (c + 1) : ℤ)) * h2 -
      ((n.choose (c + 1 + k) : ℤ) + (n.choose (c + 1 + k + 1) : ℤ)) * h1

/-- The number of singlets of CAS(2m,2m) is `C(2m,m)² - C(2m,m+1)²`, and it equals the Weyl
value `C(2m+1,m)² / (2m+1)`. -/
theorem singlet_count (m : ℕ) :
    multipletCount (2 * m) (2 * m) 0 =
      ((2 * m).choose m : ℤ) ^ 2 - ((2 * m).choose (m + 1) : ℤ) ^ 2 ∧
    (multipletCount (2 * m) (2 * m) 0 : ℚ) =
      ((2 * m + 1).choose m : ℚ) ^ 2 / (2 * (m : ℚ) + 1) := by
  constructor
  · have hD := card_determinants (2 * m) m 0
    simp only [add_zero] at hD
    have hT : (determinants (2 * m) (2 * m) (0 + 2)).card =
        (2 * m).choose (m + 1) * (2 * m).choose (m + 1) := by
      rcases m with _ | c
      · rw [card_determinants_eq_zero (by omega)]
        simp
      · -- particle-hole symmetry of the binomial coefficient
        have hs : (2 * (c + 1)).choose c = (2 * (c + 1)).choose (c + 1 + 1) :=
          Nat.choose_symm_of_eq_add (by ring)
        have h := card_determinants (2 * (c + 1)) c 2
        rw [hs] at h
        exact h
    rw [multipletCount, hD, hT]
    push_cast
    ring
  · have h := weyl_paldus (2 * m) m 0
    simp only [add_zero, Nat.choose_symm_half] at h
    push_cast at h
    have hz : (2 * (m : ℤ) + 1) * multipletCount (2 * m) (2 * m) 0 =
        ((2 * m + 1).choose m : ℤ) ^ 2 := by linear_combination h
    have hq : (2 * (m : ℚ) + 1) * (multipletCount (2 * m) (2 * m) 0 : ℚ) =
        ((2 * m + 1).choose m : ℚ) ^ 2 := by exact_mod_cast hz
    rw [eq_div_iff (by positivity)]
    linear_combination hq

/-- In CAS(2m,2m) the singlets and the `Ms = 0` determinants are in the ratio
`(2m+1) : (m+1)²`. -/
theorem singlet_fraction (m : ℕ) :
    ((m : ℚ) + 1) ^ 2 * (multipletCount (2 * m) (2 * m) 0 : ℚ) =
      (2 * (m : ℚ) + 1) * ((determinants (2 * m) (2 * m) 0).card : ℚ) := by
  have hD := card_determinants (2 * m) m 0
  simp only [add_zero] at hD
  have h := Nat.add_one_mul_choose_eq (2 * m) m
  rw [Nat.choose_symm_half] at h
  have h2 : (2 * (m : ℚ) + 1) * ((2 * m).choose m : ℚ) =
      ((2 * m + 1).choose m : ℚ) * ((m : ℚ) + 1) := by exact_mod_cast h
  have hm : (2 * (m : ℚ) + 1) ≠ 0 := by positivity
  rw [(singlet_count m).2, hD, ← mul_div_assoc, div_eq_iff hm]
  push_cast
  linear_combination (-((2 * (m : ℚ) + 1) * ((2 * m).choose m : ℚ) +
    ((2 * m + 1).choose m : ℚ) * ((m : ℚ) + 1))) * h2

/-- The ratio of singlets to `Ms = 0` determinants in CAS(2m,2m), multiplied by `m`, tends to 2
as the active space grows. -/
theorem singlet_fraction_tendsto :
    Tendsto (fun m : ℕ => (m : ℝ) * ((multipletCount (2 * m) (2 * m) 0 : ℝ) /
      ((determinants (2 * m) (2 * m) 0).card : ℝ))) atTop (𝓝 2) := by
  have h0 := tendsto_one_div_add_atTop_nhds_zero_nat (𝕜 := ℝ)
  have hlim : Tendsto (fun m : ℕ => 2 - 3 * (1 / ((m : ℝ) + 1)) + (1 / ((m : ℝ) + 1)) ^ 2)
      atTop (𝓝 2) := by
    simpa using (tendsto_const_nhds.sub (h0.const_mul 3)).add (h0.pow 2)
  refine hlim.congr fun m => ?_
  have hD := card_determinants (2 * m) m 0
  simp only [add_zero] at hD
  have hc : 0 < (2 * m).choose m := Nat.choose_pos (by omega)
  have hpos : ((determinants (2 * m) (2 * m) 0).card : ℝ) ≠ 0 := by
    rw [hD]
    positivity
  have hr : ((m : ℝ) + 1) ^ 2 * (multipletCount (2 * m) (2 * m) 0 : ℝ) =
      (2 * (m : ℝ) + 1) * ((determinants (2 * m) (2 * m) 0).card : ℝ) := by
    exact_mod_cast singlet_fraction m
  have hm : ((m : ℝ) + 1) ^ 2 ≠ 0 := by positivity
  have hq : (multipletCount (2 * m) (2 * m) 0 : ℝ) /
      ((determinants (2 * m) (2 * m) 0).card : ℝ) =
      (2 * (m : ℝ) + 1) / ((m : ℝ) + 1) ^ 2 := by
    rw [div_eq_div_iff hpos hm]
    linear_combination hr
  rw [hq]
  have hm1 : (m : ℝ) + 1 ≠ 0 := by positivity
  field_simp
  ring

/-- CAS(18,18) has 2363904400 determinants with `Ms = 0` and 449141836 singlets; at 8 bytes per
determinant a vector takes between 18 and 19 GB (1 GB = 10⁹ bytes). -/
theorem cas_18_18 :
    (determinants 18 18 0).card = 2363904400 ∧
    multipletCount 18 18 0 = 449141836 ∧
    18 * 10 ^ 9 < 8 * (determinants 18 18 0).card ∧
    8 * (determinants 18 18 0).card < 19 * 10 ^ 9 := by
  have hD : (determinants 18 18 0).card = 2363904400 :=
    (card_determinants 18 9 0).trans (by norm_num [Nat.choose])
  have hS : multipletCount 18 18 0 = 449141836 :=
    (singlet_count 9).1.trans (by norm_num [Nat.choose])
  refine ⟨hD, hS, ?_, ?_⟩ <;> rw [hD] <;> norm_num

end ActiveSpaceSinglets
```

```lean
#print axioms ActiveSpaceSinglets.sum_multipletCount
#print axioms ActiveSpaceSinglets.singlet_fraction_tendsto
#print axioms ActiveSpaceSinglets.cas_18_18
```

```
'ActiveSpaceSinglets.sum_multipletCount' depends on axioms: [propext, Classical.choice, Quot.sound]
'ActiveSpaceSinglets.singlet_fraction_tendsto' depends on axioms: [propext, Classical.choice, Quot.sound]
'ActiveSpaceSinglets.cas_18_18' depends on axioms: [propext, Classical.choice, Quot.sound]
```

### What the definitions and theorems say

`Fin n` labels the spatial orbitals. A determinant is a pair of finite subsets of `Fin n`, the spin-up and the spin-down occupied orbitals, and `determinants n N k` collects the pairs with N electrons in total and spin excess k. Because k is a natural number, only Ms ≥ 0 is described; negative Ms follows by exchanging the two spins.

`multipletCount n N k` is defined as D(k) − D(k+2), an integer, so the subtraction is never cut off at zero. This definition carries the spin physics: it stands for the fact that a multiplet of spin S has one state at each allowed Ms. The file contains no spin operators from which that fact could be derived.

`sum_multipletCount` says that the multiplets with 2S = k, k+2, and so on add up to the determinants at 2Ms = k. `weyl_paldus` is the general formula with the denominator n+1 multiplied out, for all n, b and k. `singlet_count` gives both forms of the half-filled singlet count, the quotient being taken in the rational numbers. `singlet_fraction` states the ratio with its denominators cleared, and `singlet_fraction_tendsto` gives the limit 2 over the reals. That limit concerns the ratio, and not the growth of either count.

`cas_18_18` contains the numbers for m = 9, with 1 GB = 10⁹ bytes. In units of 2³⁰ bytes the same vector would come out below 18.

For simulation practice, the result gives the length of one full CI vector for CAS(2m,2m), either in the Ms = 0 determinants or in a basis of singlet functions, when no further symmetry is used to shorten it. It says nothing about run time, about the further vectors an eigensolver stores, or about the energy.

### How the proof follows the derivation

`card_determinants` shows that the filtered set is a product of two families of subsets of fixed size. Membership reduces to linear equations for the two electron numbers, which `omega` solves, and Mathlib supplies the size of each family. `card_determinants_eq_zero` covers the sectors with k > N.

In `sum_multipletCount`, the lemma `Finset.sum_range_sub'` telescopes the sum. The last sector has an excess of k + 2(N+1), more than the number of electrons, and so it is empty.

`weyl_paldus` treats b = 0 separately and otherwise writes b = c + 1. Its local statement `absorb` is the absorption identity with Pascal's rule already inserted; `h1` is the case r = b−1 and `h2` the case r = b+k.

`singlet_count` obtains the difference of squares from the symmetry of the binomial coefficients, with m = 0 handled on its own, and the Weyl value from `weyl_paldus`. `singlet_fraction` squares the absorption identity by multiplying it by the sum of its two sides. The limit proof starts from 2 − 3u + u² and shows that this equals the sequence in question for every m.

In `cas_18_18` no determinants are enumerated. The counting theorems reduce the claims to binomial coefficients, which `norm_num` evaluates.

### `linear_combination` and the choice of atoms

The central algebra rests on the tactic `linear_combination`. It is given known equations with coefficients, subtracts their combination from the goal, and leaves an identity that `ring` must confirm. The coefficients may themselves be expressions, and here they are A and B:

A · `h2` − B · `h1`.

This is the step by hand in which the absorption identities are multiplied by A and B and subtracted.

To `ring`, a binomial coefficient is an opaque symbol. It does not know that C(n+1,b) is related to C(n,b) and C(n,b−1). That is why the proof first rewrites both coefficients of n+1 by Pascal's rule, in the goal as well as in `absorb`. Only four binomial coefficients then remain, namely C(n,b−1), C(n,b), C(n,b+k) and C(n,b+k+1), and the identity is polynomial in them and in n, b and k.

### Multiplets as the kernel of the raising operator

A different model would build the space spanned by the determinants, define the spin-raising operator S₊ on it, and take the number of multiplets with 2S = k to be the dimension of the kernel of S₊ in the sector 2Ms = k. The difference D(k) − D(k+2) would then be a theorem, resting on the fact that S₊ maps this sector onto the next one when k ≥ 0. The numbers would be the same, but the link between the count and actual spin eigenstates would become part of the proof, which would then involve a linear operator as well as finite sets. Fermionic signs can be avoided there by ordering the spin orbitals so that the two spins of each spatial orbital are adjacent: S₊ then turns single down spins up without any change of sign.
